# On a nearest-neighbour Rashba chain, $2E_R/k_R$ overestimates the linear coefficient by a factor below $4/\pi$

To get a Rashba parameter from a computed band, I read off the offset $k_R$ of the minimum and its depth $E_R$ below the energy at $k=0$, and take $\alpha = 2E_R/k_R$. That formula belongs to a parabola plus a linear term. My band looks more like a tight-binding cosine, and for strong coupling its minimum lies far from $k=0$. Is the resulting $\alpha$ too large or too small, and how wrong can it get?

## Always too large, by less than 28 % on the chain

Take one spin branch of a non-interacting chain with hopping $t>0$, Rashba hopping $g>0$ and lattice constant one:

$$E(k) = -2t\cos k - 2g\sin k .$$

Its slope at $k=0$ is $-2g$. With the linear term written as $-\alpha k$, so that $\alpha>0$ goes with a minimum at positive $k$, the true linear coefficient is $\alpha=2g$.

**The minimum.** Put $A=\sqrt{t^2+g^2}$ and $k_R=\arctan(g/t)\in(0,\pi/2)$. Then $t=A\cos k_R$ and $g=A\sin k_R$, so

$$E(k) = -2A\cos(k-k_R).$$

For $k\in(-\pi,\pi]$ the argument $k-k_R$ stays strictly between $-2\pi$ and $2\pi$, where the cosine equals 1 only at zero. Hence $k_R$ is the unique minimum in the zone.

**The depth.** The half-angle formulas give

$$E_R = E(0)-E(k_R) = 2A(1-\cos k_R) = 4A\sin^2\tfrac{k_R}{2}.$$

Since $g = 2A\sin\frac{k_R}{2}\cos\frac{k_R}{2}$, this is $E_R = 2g\tan\frac{k_R}{2}$. Therefore

$$\frac{2E_R/k_R}{2g} = \frac{\tan(k_R/2)}{k_R/2}.$$

**The bounds.** Let $x=k_R/2\in(0,\pi/4)$. The ratio exceeds 1 because $\tan x>x$. It increases with $x$, because

$$\frac{d}{dx}\frac{\tan x}{x} = \frac{x-\sin x\cos x}{x^2\cos^2 x} > 0,
\qquad \sin x\cos x\le\sin x<x .$$

So it stays below its value at $x=\pi/4$, which is $4/\pi\approx1.273$. At fixed $t$, $g\to0^+$ sends $x$ to 0 and the ratio to $\tan'(0)=1$; $g\to\infty$ sends $x$ to $\pi/4$ and the ratio to $4/\pi$. Neither bound can be improved.

**An instance.** For $t=1$, $g=\sqrt3$ we have $A=2$, $k_R=\pi/3$ and $E_R=-2+4=2$. The estimate is $12/\pi\approx3.820$, the true coefficient $2\sqrt3\approx3.464$, and the ratio about $1.103$. If your band has this form, $2g=E_R/\tan(k_R/2)$ removes the error. With a lattice constant $a$ and $k_R$ in inverse length, this reads $\alpha=2ga=aE_R/\tan(k_Ra/2)$.

**Why the sign of $t$ matters.** Requiring only $t\neq0$ is not enough. For $t=-1$, $g=1$ the minimum is at $3\pi/4$, and the ratio computed from it, with offset and depth measured from $k=0$, is $\tan(3\pi/8)/(3\pi/8)\approx2.05$, well above $4/\pi$. The two spin branches also cross at $k=\pi$, and for $t<0$ that is the crossing to measure from: the offset is then $\pi/4$ and the bound holds again.

## The statements in Lean

Here `band t g` is the real function $E$, `offset` is $\arctan(g/t)$, `depth` is $E_R$, `estimate` is $2E_R/k_R$ and `overshoot` is $\tan(k/2)/(k/2)$. That `offset` is the minimum is proved, in `offset_is_minimum`: it lies in $(0,\pi/2)$, and every other $k$ in $(-\pi,\pi]$ has strictly higher energy. `band_slope_zero` identifies the coefficient $2g$ through the derivative. `estimate_ratio` contains the formula for the ratio and both strict bounds, and the last two theorems are the limits in $g$ at fixed $t$.

The band's form is assumed: longer-range hopping, further orbitals and interactions do not enter, and the opposite spin branch is not modelled.

```lean
import Mathlib

open Filter Set
open scoped Real Topology

namespace RashbaExtraction

noncomputable section

/-- Chain band with hopping `t` and Rashba hopping `g`, at wave number `k`
(lattice constant one). -/
def band (t g k : ℝ) : ℝ := -2 * t * Real.cos k - 2 * g * Real.sin k

/-- The momentum offset `kR = arctan (g / t)`, for `t > 0`. -/
def offset (t g : ℝ) : ℝ := Real.arctan (g / t)

/-- The Rashba energy `ER`: the band energy at `k = 0` minus that at the offset, for `t > 0`. -/
def depth (t g : ℝ) : ℝ := band t g 0 - band t g (offset t g)

/-- The customary estimate `2 ER / kR` of the linear coefficient, for `t > 0` and `g ≠ 0`. -/
def estimate (t g : ℝ) : ℝ := 2 * depth t g / offset t g

/-- The factor `tan (k / 2) / (k / 2)`, for `0 < k < π`. -/
def overshoot (k : ℝ) : ℝ := Real.tan (k / 2) / (k / 2)

/-- The band is differentiable at `k = 0`, with slope `-2g`. -/
theorem band_slope_zero (t g : ℝ) : HasDerivAt (band t g) (-(2 * g)) 0 := by
  have h := ((Real.hasDerivAt_cos 0).const_mul (-2 * t)).fun_sub
    ((Real.hasDerivAt_sin 0).const_mul (2 * g))
  exact h.congr_deriv (by simp)

/-- For `t > 0` the two hoppings are the components of a vector of length `√(t² + g²)`
whose polar angle is the momentum offset. -/
theorem hopping_polar {t : ℝ} (g : ℝ) (ht : 0 < t) :
    t = √(t ^ 2 + g ^ 2) * Real.cos (offset t g) ∧
      g = √(t ^ 2 + g ^ 2) * Real.sin (offset t g) := by
  have hc : 0 < Real.cos (offset t g) := Real.cos_arctan_pos _
  have htan : Real.sin (offset t g) / Real.cos (offset t g) = g / t := by
    rw [← Real.tan_eq_sin_div_cos]
    exact Real.tan_arctan _
  have hx : Real.sin (offset t g) * t = g * Real.cos (offset t g) := by
    rwa [div_eq_div_iff hc.ne' ht.ne'] at htan
  have hA : √(t ^ 2 + g ^ 2) = t / Real.cos (offset t g) := by
    have h : t ^ 2 + g ^ 2 = (t / Real.cos (offset t g)) ^ 2 := by
      rw [div_pow, eq_div_iff (pow_pos hc 2).ne']
      linear_combination
        (-(Real.sin (offset t g) * t) - g * Real.cos (offset t g)) * hx
          + t ^ 2 * Real.sin_sq_add_cos_sq (offset t g)
    rw [h, Real.sqrt_sq (div_pos ht hc).le]
  rw [hA]
  constructor
  · exact (div_mul_cancel₀ t hc.ne').symm
  · rw [div_mul_eq_mul_div, eq_div_iff hc.ne']
    linarith

/-- For `t, g > 0` the offset lies in `(0, π/2)`, and every other wave number of the
Brillouin zone `(-π, π]` has a strictly higher band energy. -/
theorem offset_is_minimum {t g : ℝ} (ht : 0 < t) (hg : 0 < g) :
    offset t g ∈ Ioo 0 (π / 2) ∧
      ∀ k ∈ Ioc (-π) π, k ≠ offset t g → band t g (offset t g) < band t g k := by
  have hmem : offset t g ∈ Ioo 0 (π / 2) :=
    ⟨Real.arctan_pos.2 (div_pos hg ht), Real.arctan_lt_pi_div_two _⟩
  refine ⟨hmem, fun k hk hne => ?_⟩
  obtain ⟨h1, h2⟩ := hopping_polar g ht
  -- the band is a cosine centred at the offset
  have shift : ∀ q, band t g q = -2 * √(t ^ 2 + g ^ 2) * Real.cos (q - offset t g) := by
    intro q
    rw [Real.cos_sub]
    unfold band
    linear_combination (-2 * Real.cos q) * h1 - 2 * Real.sin q * h2
  have hA : 0 < √(t ^ 2 + g ^ 2) := Real.sqrt_pos.2 (by positivity)
  have hlt : Real.cos (k - offset t g) < 1 := by
    refine lt_of_le_of_ne (Real.cos_le_one _) (fun h => hne (sub_eq_zero.mp ?_))
    exact (Real.cos_eq_one_iff_of_lt_of_lt
      (by linarith [hk.1, hmem.2, Real.pi_pos])
      (by linarith [hk.2, hmem.1, Real.pi_pos])).mp h
  rw [shift k, shift (offset t g), sub_self, Real.cos_zero]
  nlinarith [mul_pos hA (sub_pos.2 hlt)]

/-- Exact relation between the band data and the linear coefficient, for `t > 0`:
`ER = 2g tan (kR / 2)`. -/
theorem depth_eq {t : ℝ} (g : ℝ) (ht : 0 < t) :
    depth t g = 2 * g * Real.tan (offset t g / 2) := by
  obtain ⟨h1, h2⟩ := hopping_polar g ht
  have hd : depth t g = 2 * √(t ^ 2 + g ^ 2) * (1 - Real.cos (offset t g)) := by
    unfold depth band
    rw [Real.cos_zero, Real.sin_zero]
    linear_combination (-2 + 2 * Real.cos (offset t g)) * h1
      + 2 * Real.sin (offset t g) * h2
      + 2 * √(t ^ 2 + g ^ 2) * Real.sin_sq_add_cos_sq (offset t g)
  -- half-angle formulas
  have hs : Real.sin (offset t g)
      = 2 * Real.sin (offset t g / 2) * Real.cos (offset t g / 2) := by
    rw [← Real.sin_two_mul]
    congr 1
    ring
  have hc : Real.cos (offset t g) = 2 * Real.cos (offset t g / 2) ^ 2 - 1 := by
    rw [← Real.cos_two_mul]
    congr 1
    ring
  have hlo : -(π / 2) < offset t g := Real.neg_pi_div_two_lt_arctan _
  have hhi : offset t g < π / 2 := Real.arctan_lt_pi_div_two _
  have hpos : 0 < Real.cos (offset t g / 2) :=
    Real.cos_pos_of_mem_Ioo ⟨by linarith [Real.pi_pos], by linarith [Real.pi_pos]⟩
  have hT := Real.tan_mul_cos hpos.ne'
  rw [hd]
  linear_combination (-2 * √(t ^ 2 + g ^ 2)) * hc
    - 2 * Real.tan (offset t g / 2) * h2
    - 2 * Real.tan (offset t g / 2) * √(t ^ 2 + g ^ 2) * hs
    - 4 * √(t ^ 2 + g ^ 2) * Real.sin (offset t g / 2) * hT
    - 4 * √(t ^ 2 + g ^ 2) * Real.sin_sq_add_cos_sq (offset t g / 2)

/-- The factor `tan (k / 2) / (k / 2)` grows strictly with `k` on `(0, π)`. -/
theorem overshoot_strictMonoOn : StrictMonoOn overshoot (Ioo 0 π) := by
  have hder : ∀ x ∈ Ioo 0 (π / 2), HasDerivAt (fun y => Real.tan y / y)
      ((1 / Real.cos x ^ 2 * x - Real.tan x * 1) / x ^ 2) x := by
    intro x hx
    have hc : 0 < Real.cos x :=
      Real.cos_pos_of_mem_Ioo ⟨by linarith [hx.1, Real.pi_pos], hx.2⟩
    exact (Real.hasDerivAt_tan hc.ne').fun_div (hasDerivAt_id' x) hx.1.ne'
  have hmono : StrictMonoOn (fun y => Real.tan y / y) (Ioo 0 (π / 2)) := by
    refine strictMonoOn_of_deriv_pos (convex_Ioo _ _)
      (fun x hx => (hder x hx).continuousAt.continuousWithinAt) (fun x hx => ?_)
    rw [interior_Ioo] at hx
    rw [(hder x hx).deriv]
    have hc : 0 < Real.cos x :=
      Real.cos_pos_of_mem_Ioo ⟨by linarith [hx.1, Real.pi_pos], hx.2⟩
    have hs : 0 < Real.sin x :=
      Real.sin_pos_of_pos_of_lt_pi hx.1 (by linarith [hx.2, Real.pi_pos])
    -- the sign is decided by sin x cos x < x
    have hlt : 0 < x - Real.sin x * Real.cos x := by
      nlinarith [Real.sin_lt hx.1, Real.cos_le_one x]
    have e : 1 / Real.cos x ^ 2 * x - Real.tan x * 1
        = (x - Real.sin x * Real.cos x) / Real.cos x ^ 2 := by
      rw [Real.tan_eq_sin_div_cos]
      field_simp
    rw [e]
    exact div_pos (div_pos hlt (pow_pos hc 2)) (pow_pos hx.1 2)
  intro a ha b hb hab
  exact hmono ⟨by linarith [ha.1], by linarith [ha.2]⟩
    ⟨by linarith [hb.1], by linarith [hb.2]⟩ (by linarith)

/-- For `t, g > 0` the customary estimate divided by the true coefficient `2g` equals
`tan (kR / 2) / (kR / 2)`, and this ratio lies strictly between `1` and `4 / π`. -/
theorem estimate_ratio {t g : ℝ} (ht : 0 < t) (hg : 0 < g) :
    estimate t g / (2 * g) = overshoot (offset t g) ∧
      1 < estimate t g / (2 * g) ∧ estimate t g / (2 * g) < 4 / π := by
  obtain ⟨h0, h1⟩ := (offset_is_minimum ht hg).1
  have hpi := Real.pi_pos
  have key : estimate t g / (2 * g) = overshoot (offset t g) := by
    unfold estimate overshoot
    rw [depth_eq g ht]
    generalize Real.tan (offset t g / 2) = T
    have hk := h0.ne'
    field_simp
  refine ⟨key, ?_, ?_⟩
  · rw [key]
    unfold overshoot
    rw [lt_div_iff₀ (by linarith), one_mul]
    exact Real.lt_tan (by linarith) (by linarith)
  · have hend : overshoot (π / 2) = 4 / π := by
      unfold overshoot
      rw [show π / 2 / 2 = π / 4 by ring, Real.tan_pi_div_four, one_div_div]
    rw [key, ← hend]
    exact overshoot_strictMonoOn ⟨h0, by linarith⟩ ⟨by linarith, by linarith⟩ h1

/-- At fixed `t > 0` the ratio of estimate to true coefficient tends to `1` as `g → 0⁺`. -/
theorem ratio_weak_coupling {t : ℝ} (ht : 0 < t) :
    Tendsto (fun g => estimate t g / (2 * g)) (𝓝[>] 0) (𝓝 1) := by
  have hslope : Tendsto (slope Real.tan 0) (𝓝[≠] 0) (𝓝 1) := by
    have h := Real.hasDerivAt_tan (x := 0) (by simp)
    simpa using hasDerivAt_iff_tendsto_slope.1 h
  have hcont : Continuous (fun g => offset t g / 2) :=
    (Real.continuous_arctan.comp (continuous_id.div_const t)).div_const 2
  have hlim : Tendsto (fun g => offset t g / 2) (𝓝 0) (𝓝 0) := by
    have h := hcont.tendsto 0
    simpa [offset] using h
  have hin : Tendsto (fun g => offset t g / 2) (𝓝[>] 0) (𝓝[≠] 0) := by
    refine tendsto_nhdsWithin_iff.2 ⟨hlim.mono_left nhdsWithin_le_nhds, ?_⟩
    filter_upwards [self_mem_nhdsWithin] with g hg
    exact (half_pos (offset_is_minimum ht hg).1.1).ne'
  refine (hslope.comp hin).congr' ?_
  filter_upwards [self_mem_nhdsWithin] with g hg
  rw [(estimate_ratio ht hg).1]
  simp [slope_def_field, overshoot]

/-- At fixed `t > 0` the ratio of estimate to true coefficient tends to `4 / π` as `g → ∞`. -/
theorem ratio_strong_coupling {t : ℝ} (ht : 0 < t) :
    Tendsto (fun g => estimate t g / (2 * g)) atTop (𝓝 (4 / π)) := by
  have hF : Tendsto (fun x => Real.tan x / x) (𝓝 (π / 4)) (𝓝 (4 / π)) := by
    have hc : Real.cos (π / 4) ≠ 0 := by
      rw [Real.cos_pi_div_four]
      positivity
    have e : Real.tan (π / 4) / (π / 4) = 4 / π := by
      rw [Real.tan_pi_div_four, one_div_div]
    rw [← e]
    exact (Real.hasDerivAt_tan hc).continuousAt.tendsto.div tendsto_id (by positivity)
  have hk : Tendsto (fun g => offset t g / 2) atTop (𝓝 (π / 4)) := by
    have h := ((Real.tendsto_arctan_atTop.mono_right nhdsWithin_le_nhds).comp
      (tendsto_id.atTop_div_const ht)).div_const 2
    rw [show π / 4 = π / 2 / 2 by ring]
    exact h
  refine (hF.comp hk).congr' ?_
  filter_upwards [eventually_gt_atTop 0] with g hg
  rw [(estimate_ratio ht hg).1]
  rfl

end

end RashbaExtraction
```

```lean
#print axioms RashbaExtraction.band_slope_zero
#print axioms RashbaExtraction.depth_eq
#print axioms RashbaExtraction.ratio_weak_coupling
#print axioms RashbaExtraction.ratio_strong_coupling
```

```
'RashbaExtraction.band_slope_zero' depends on axioms: [propext, Classical.choice, Quot.sound]
'RashbaExtraction.depth_eq' depends on axioms: [propext, Classical.choice, Quot.sound]
'RashbaExtraction.ratio_weak_coupling' depends on axioms: [propext, Classical.choice, Quot.sound]
'RashbaExtraction.ratio_strong_coupling' depends on axioms: [propext, Classical.choice, Quot.sound]
```

## From the trigonometry to the proof

`hopping_polar` supplies $t=A\cos k_R$ and $g=A\sin k_R$, starting from $\tan(\arctan(g/t))=g/t$. In `offset_is_minimum`, the local fact `shift` is the shifted cosine, and `Real.cos_eq_one_iff_of_lt_of_lt` gives uniqueness. `depth_eq` states the half-angle formulas as `hs` and `hc`, and `linear_combination` combines them into $E_R=2g\tan(k_R/2)$.

`overshoot_strictMonoOn` proves that the derivative above is positive, then passes from $x$ to $k=2x$. `estimate_ratio` uses `Real.lt_tan` for the lower bound and compares with `overshoot (π / 2)` for the upper one.

For weak coupling, the ratio is the difference quotient of $\tan$ at 0, evaluated at $k_R/2$, which tends to 0 without reaching it. For strong coupling, the proof uses continuity of $\tan x/x$ at $\pi/4$ and the limit of $\arctan$ at infinity.
